# Summing a matrix over all clock-and-shift conjugations gives n tr(A) times the identity

## A ring of n sites

The basis states are labelled by the integers modulo $n$, with $n\ge 1$, so the step from $j$ to $j+1$ closes into a ring without a separate boundary rule. Phases need ordinary exponents, so a site $a$ also stands for its representative in $0,\dots,n-1$.

Let $\omega$ be a complex primitive $n$-th root of unity: $\omega^n=1$, and $\omega^0,\dots,\omega^{n-1}$ are all different. Physically, the clock assigns a different phase to every site. The clock $U$ and shift $V$ are

$$U_{ab}=\omega^a\delta_{ab},\qquad V_{ab}=\delta_{a,b+1}.$$

For every complex $n\times n$ matrix $A$, with $\dagger$ the conjugate transpose,

$$\sum_{j,k=0}^{n-1}(U^jV^k)\,A\,(U^jV^k)^\dagger=n\,\mathrm{tr}(A)\,1 .$$

Consequently, only scalar multiples of the identity commute with both $U$ and $V$. For an $n$-level quantum system, applying one of these $n^2$ operations chosen uniformly at random, without recording which one, turns any density matrix into the maximally mixed state.

## Clock sums remove coherences

Since $|\omega|^n=1$, we have $|\omega|=1$. Put $z_{ab}=\omega^a\overline{\omega^b}$. If $a=b$, then $z_{ab}=1$ and $\sum_{j=0}^{n-1} z_{ab}^j=n$. If $a\ne b$, then $z_{ab}\neq 1$, because otherwise $\omega^a=\omega^b$. As $z_{ab}^n=1$,

$$\sum_{j=0}^{n-1}z_{ab}^j=\frac{z_{ab}^n-1}{z_{ab}-1}=0 .$$

Conjugation by $U^j$ gives $(U^jAU^{j\dagger})_{ab}=z_{ab}^jA_{ab}$. Summing over $j$ therefore leaves $n$ times the diagonal part of $A$.

## Shift sums level the diagonal

From the definition, $(VB)_{ab}=B_{a-1,b}$ and $(BV^\dagger)_{ab}=B_{a,b-1}$ for any matrix $B$. Repeating this $k$ times gives

$$(V^kAV^{k\dagger})_{ab}=A_{a-k,b-k}.$$

Let $S=\sum_k V^kAV^{k\dagger}$. As $k$ runs from $0$ to $n-1$, $a-k$ visits each site once, so $S_{aa}=\mathrm{tr}(A)$. The double sum is $\sum_jU^jSU^{j\dagger}$, which is $n$ times the diagonal part of $S$, that is, $n\,\mathrm{tr}(A)\,1$. Dividing by $n^2$ when $\mathrm{tr}(A)=1$ gives $1/n$ times the identity.

## What commutes with the clock and the shift

If $A$ commutes with $U$ and $V$, it commutes with each $W=U^jV^k$, so

$$n\,\mathrm{tr}(A)\,1=\sum WAW^\dagger=A\sum W1W^\dagger=n^2A .$$

Hence $A=(\mathrm{tr}(A)/n)\,1$. Conversely, scalars commute with everything.

With the clock alone, $UA=AU$ reads $(\omega^a-\omega^b)A_{ab}=0$, which forces $A_{ab}=0$ for $a\ne b$; every diagonal matrix satisfies it. The shift is what reduces diagonal matrices to scalars.

## The statements in Lean

`Matrix (ZMod n) (ZMod n) ℂ` is the type of operators on the ring, `ᴴ` is the conjugate transpose, and `i.val` is the representative used as an exponent. `NeZero n` says that $n\ne 0$, which makes the set of sites finite (in Lean, `ZMod 0` is the set of all integers), and `IsPrimitiveRoot ω n` is the condition on the phases. The sums over `Finset.range n` run over $0,\dots,n-1$.

`clock_shift_twirl` is the summation identity and `commutant_clock_shift` the equivalence with being a scalar. `twirl_unit_trace` assumes only unit trace, not positivity or Hermiticity. `commutant_clock` treats the clock alone. All four concern finite matrices; position and momentum on an infinite line are not covered.

```lean
import Mathlib

open Matrix

namespace ClockShiftTwirl

noncomputable section

/-- The clock matrix: basis state `i` of the `n`-site ring is multiplied by `ω ^ i`, with `i` taken
in `0, …, n - 1` when `n` is positive. -/
def clock (n : ℕ) (ω : ℂ) : Matrix (ZMod n) (ZMod n) ℂ :=
  Matrix.diagonal fun i => ω ^ i.val

/-- The shift matrix: basis state `j` of the `n`-site ring is moved to `j + 1`. -/
def shift (n : ℕ) : Matrix (ZMod n) (ZMod n) ℂ :=
  Matrix.of fun i j => if i = j + 1 then 1 else 0

variable {n : ℕ} [NeZero n] {ω : ℂ}

/-- Orthogonality of phases: the relative phases of sites `a` and `b`, summed over all powers
of the clock, give `n` if the sites coincide and zero otherwise. -/
theorem phase_sum (h : IsPrimitiveRoot ω n) (a b : ZMod n) :
    ∑ j ∈ Finset.range n, (ω ^ a.val * star (ω ^ b.val)) ^ j = if a = b then (n : ℂ) else 0 := by
  have hnorm : ‖ω‖ = 1 := by
    have h1 : ‖ω‖ ^ n = 1 := by rw [← norm_pow, h.pow_eq_one, norm_one]
    exact (pow_eq_one_iff_of_nonneg (norm_nonneg _) (NeZero.ne n)).1 h1
  have hs : ω * star ω = 1 := by
    rw [← starRingEnd_apply, Complex.mul_conj, Complex.normSq_eq_norm_sq, hnorm]
    norm_num
  have hb : ω ^ b.val * star (ω ^ b.val) = 1 := by
    rw [star_pow, ← mul_pow, hs, one_pow]
  by_cases hab : a = b
  · subst hab
    simp only [hb, one_pow, if_true]
    simp
  · rw [if_neg hab]
    -- the relative phase is a nontrivial n-th root of unity
    have hz : ω ^ a.val * star (ω ^ b.val) ≠ 1 := by
      intro hz
      have he : ω ^ a.val = ω ^ b.val := by
        linear_combination ω ^ b.val * hz - ω ^ a.val * hb
      exact hab (ZMod.val_injective n (h.pow_inj (ZMod.val_lt a) (ZMod.val_lt b) he))
    have hp : (ω ^ a.val * star (ω ^ b.val)) ^ n = 1 := by
      rw [mul_pow, ← star_pow, ← pow_mul, ← pow_mul, mul_comm a.val, mul_comm b.val,
        pow_mul, pow_mul, h.pow_eq_one, one_pow, one_pow, star_one, mul_one]
    rw [geom_sum_eq hz, hp, sub_self, zero_div]

/-- Conjugation by the `j`-th power of the clock multiplies each matrix element by the `j`-th power
of `ω ^ a * star (ω ^ b)`, where `a` and `b` are its row and column. -/
theorem clock_conj (A : Matrix (ZMod n) (ZMod n) ℂ) (j : ℕ) (a b : ZMod n) :
    (clock n ω ^ j * A * (clock n ω ^ j)ᴴ) a b
      = (ω ^ a.val * star (ω ^ b.val)) ^ j * A a b := by
  rw [clock, Matrix.diagonal_pow, Matrix.diagonal_conjTranspose, Matrix.mul_diagonal,
    Matrix.diagonal_mul]
  simp only [Pi.pow_apply, Pi.star_apply, star_pow, mul_pow]
  ring

/-- Clock dephasing: summing the conjugations by all powers of the clock removes the
off-diagonal elements and multiplies the diagonal by `n`. -/
theorem clock_dephasing (h : IsPrimitiveRoot ω n) (A : Matrix (ZMod n) (ZMod n) ℂ) :
    ∑ j ∈ Finset.range n, clock n ω ^ j * A * (clock n ω ^ j)ᴴ
      = (n : ℂ) • Matrix.diagonal (fun i => A i i) := by
  ext a b
  rw [Matrix.sum_apply]
  simp only [clock_conj]
  rw [← Finset.sum_mul, phase_sum h, Matrix.smul_apply, smul_eq_mul]
  by_cases hab : a = b
  · subst hab
    simp
  · simp [hab]

/-- Conjugation by the `k`-th power of the shift translates both indices of a matrix
by `k` sites. -/
theorem shift_conj (A : Matrix (ZMod n) (ZMod n) ℂ) (k : ℕ) (a b : ZMod n) :
    (shift n ^ k * A * (shift n ^ k)ᴴ) a b = A (a - k) (b - k) := by
  have hl : ∀ (B : Matrix (ZMod n) (ZMod n) ℂ) (x y : ZMod n),
      (shift n * B) x y = B (x - 1) y := by
    intro B x y
    simp only [Matrix.mul_apply, shift, Matrix.of_apply, ← sub_eq_iff_eq_add]
    simp
  have hr : ∀ (B : Matrix (ZMod n) (ZMod n) ℂ) (x y : ZMod n),
      (B * (shift n)ᴴ) x y = B x (y - 1) := by
    intro B x y
    simp only [Matrix.mul_apply, Matrix.conjTranspose_apply, shift, Matrix.of_apply,
      ← sub_eq_iff_eq_add, apply_ite star, star_one, star_zero]
    simp
  induction k generalizing a b with
  | zero => simp
  | succ k ih =>
    -- peel off one shift on each side
    have hstep : shift n ^ (k + 1) * A * (shift n ^ (k + 1))ᴴ
        = shift n * (shift n ^ k * A * (shift n ^ k)ᴴ) * (shift n)ᴴ := by
      rw [pow_succ', Matrix.conjTranspose_mul]
      simp only [Matrix.mul_assoc]
    have e : ∀ x : ZMod n, x - 1 - (k : ZMod n) = x - ((k + 1 : ℕ) : ZMod n) := by
      intro x
      push_cast
      ring
    rw [hstep, hr, hl, ih, e, e]

/-- Shift averaging: after summing the conjugations by all powers of the shift, every diagonal
element equals the trace of the original matrix. -/
theorem shift_average (A : Matrix (ZMod n) (ZMod n) ℂ) (a : ZMod n) :
    (∑ k ∈ Finset.range n, shift n ^ k * A * (shift n ^ k)ᴴ) a a = A.trace := by
  rw [Matrix.sum_apply]
  simp only [shift_conj]
  -- the n translations visit every site of the ring once
  have hsum : ∑ k ∈ Finset.range n, A (a - (k : ZMod n)) (a - (k : ZMod n))
      = ∑ x : ZMod n, A (a - x) (a - x) := by
    refine Finset.sum_nbij' (fun k : ℕ => (k : ZMod n)) (fun x : ZMod n => x.val) ?_ ?_ ?_ ?_ ?_
    · intro k _
      exact Finset.mem_univ _
    · intro x _
      exact Finset.mem_range.2 (ZMod.val_lt x)
    · intro k hk
      exact ZMod.val_cast_of_lt (Finset.mem_range.1 hk)
    · intro x _
      exact ZMod.natCast_zmod_val x
    · intro k _
      rfl
  rw [hsum]
  exact Equiv.sum_comp (Equiv.subLeft a) (fun x => A x x)

/-- Twirl identity: the sum of the conjugations of `A` by all `n ^ 2` products of clock and
shift powers is `n * tr A` times the identity. -/
theorem clock_shift_twirl (h : IsPrimitiveRoot ω n) (A : Matrix (ZMod n) (ZMod n) ℂ) :
    ∑ j ∈ Finset.range n, ∑ k ∈ Finset.range n,
        (clock n ω ^ j * shift n ^ k) * A * (clock n ω ^ j * shift n ^ k)ᴴ
      = ((n : ℂ) * A.trace) • (1 : Matrix (ZMod n) (ZMod n) ℂ) := by
  -- perform the shift sum inside the clock sum
  have hin : ∀ j : ℕ, ∑ k ∈ Finset.range n,
        (clock n ω ^ j * shift n ^ k) * A * (clock n ω ^ j * shift n ^ k)ᴴ
      = clock n ω ^ j * (∑ k ∈ Finset.range n, shift n ^ k * A * (shift n ^ k)ᴴ)
          * (clock n ω ^ j)ᴴ := by
    intro j
    rw [Finset.mul_sum, Finset.sum_mul]
    refine Finset.sum_congr rfl fun k _ => ?_
    rw [Matrix.conjTranspose_mul]
    simp only [Matrix.mul_assoc]
  rw [Finset.sum_congr rfl fun j _ => hin j, clock_dephasing h]
  simp only [shift_average]
  rw [mul_smul, Matrix.smul_one_eq_diagonal]

/-- The uniform average of the clock-and-shift conjugations sends every matrix of unit trace
to `1 / n` times the identity. -/
theorem twirl_unit_trace (h : IsPrimitiveRoot ω n) (ρ : Matrix (ZMod n) (ZMod n) ℂ)
    (hρ : ρ.trace = 1) :
    (1 / (n : ℂ) ^ 2) • ∑ j ∈ Finset.range n, ∑ k ∈ Finset.range n,
        (clock n ω ^ j * shift n ^ k) * ρ * (clock n ω ^ j * shift n ^ k)ᴴ
      = (1 / (n : ℂ)) • (1 : Matrix (ZMod n) (ZMod n) ℂ) := by
  have hn : (n : ℂ) ≠ 0 := Nat.cast_ne_zero.2 (NeZero.ne n)
  have hc : 1 / (n : ℂ) ^ 2 * ((n : ℂ) * 1) = 1 / (n : ℂ) := by
    field_simp
  rw [clock_shift_twirl h, hρ, smul_smul, hc]

/-- A matrix commutes with both the clock and the shift exactly when it is a scalar multiple of
the identity. -/
theorem commutant_clock_shift (h : IsPrimitiveRoot ω n) (A : Matrix (ZMod n) (ZMod n) ℂ) :
    (Commute (clock n ω) A ∧ Commute (shift n) A) ↔
      ∃ c : ℂ, A = c • (1 : Matrix (ZMod n) (ZMod n) ℂ) := by
  constructor
  · rintro ⟨hU, hV⟩
    have hn : (n : ℂ) ≠ 0 := Nat.cast_ne_zero.2 (NeZero.ne n)
    have hW : ∀ j k : ℕ, (clock n ω ^ j * shift n ^ k) * A
        = A * (clock n ω ^ j * shift n ^ k) :=
      fun j k => ((hU.pow_left j).mul_left (hV.pow_left k)).eq
    -- pull A out of its own twirl, leaving the twirl of the identity
    have e : ∑ j ∈ Finset.range n, ∑ k ∈ Finset.range n,
          (clock n ω ^ j * shift n ^ k) * A * (clock n ω ^ j * shift n ^ k)ᴴ
        = A * ∑ j ∈ Finset.range n, ∑ k ∈ Finset.range n,
          (clock n ω ^ j * shift n ^ k) * 1 * (clock n ω ^ j * shift n ^ k)ᴴ := by
      simp only [Finset.mul_sum]
      refine Finset.sum_congr rfl fun j _ => Finset.sum_congr rfl fun k _ => ?_
      rw [hW j k, Matrix.mul_one, Matrix.mul_assoc]
    rw [clock_shift_twirl h A, clock_shift_twirl h 1, Matrix.trace_one, ZMod.card,
      Matrix.mul_smul, Matrix.mul_one] at e
    refine ⟨A.trace / n, ?_⟩
    ext a b
    have hab := congrFun (congrFun e a) b
    rw [Matrix.smul_apply, Matrix.smul_apply, smul_eq_mul, smul_eq_mul] at hab
    rw [Matrix.smul_apply, smul_eq_mul, div_mul_eq_mul_div, eq_div_iff hn]
    apply mul_left_cancel₀ hn
    linear_combination -hab
  · rintro ⟨c, rfl⟩
    exact ⟨(Commute.one_right _).smul_right c, (Commute.one_right _).smul_right c⟩

/-- A matrix commutes with the clock alone exactly when it is diagonal. -/
theorem commutant_clock (h : IsPrimitiveRoot ω n) (A : Matrix (ZMod n) (ZMod n) ℂ) :
    Commute (clock n ω) A ↔ A.IsDiag := by
  constructor
  · intro hU a b hab
    have e := congrFun (congrFun hU.eq a) b
    rw [clock, Matrix.diagonal_mul, Matrix.mul_diagonal] at e
    -- distinct sites carry distinct clock phases
    have hne : ω ^ a.val - ω ^ b.val ≠ 0 := fun h0 =>
      hab (ZMod.val_injective n
        (h.pow_inj (ZMod.val_lt a) (ZMod.val_lt b) (sub_eq_zero.1 h0)))
    have hz : (ω ^ a.val - ω ^ b.val) * A a b = 0 := by linear_combination e
    exact (mul_eq_zero.1 hz).resolve_left hne
  · intro hA
    change clock n ω * A = A * clock n ω
    ext a b
    rw [clock, Matrix.diagonal_mul, Matrix.mul_diagonal]
    by_cases hab : a = b
    · subst hab
      ring
    · rw [hA hab, mul_zero, zero_mul]

end

end ClockShiftTwirl
```

```lean
#print axioms ClockShiftTwirl.clock_shift_twirl
-- 'ClockShiftTwirl.clock_shift_twirl' depends on axioms: [propext, Classical.choice, Quot.sound]
#print axioms ClockShiftTwirl.twirl_unit_trace
-- 'ClockShiftTwirl.twirl_unit_trace' depends on axioms: [propext, Classical.choice, Quot.sound]
#print axioms ClockShiftTwirl.commutant_clock_shift
-- 'ClockShiftTwirl.commutant_clock_shift' depends on axioms: [propext, Classical.choice, Quot.sound]
#print axioms ClockShiftTwirl.commutant_clock
-- 'ClockShiftTwirl.commutant_clock' depends on axioms: [propext, Classical.choice, Quot.sound]
```

## How the proof follows the calculation

`phase_sum` splits on whether `a = b`. In the unequal case, `h.pow_inj` turns equal phases into equal sites, and `geom_sum_eq` supplies the geometric sum. `clock_conj` computes one matrix element, and `clock_dephasing` sums it.

In `shift_conj`, the facts `hl` and `hr` are the one-step rules for multiplication from the left and right; induction on `k` peels off one shift per side. `shift_average` matches the numbers below $n$ with the sites through `Finset.sum_nbij'`, then substitutes $x\mapsto a-x$ to recover the trace.

In `clock_shift_twirl`, the step `hin` moves the shift sum inside the clock conjugation, after which the two averaging lemmas finish the calculation. For `commutant_clock_shift`, `hW` extends commutation to all products, `e` pulls $A$ out of the sum, and the remaining lines cancel a factor $n$ element by element. `commutant_clock` compares matrix elements directly and does not use the summation identity.
